# Linear interpolation of $rV(r)$ on a grid of spacing $h$ errs by at most $Mh^2/8$ when $|(rV)''|\le M$

## Choosing the spacing of a pseudopotential table

A quantum Monte Carlo code can read an effective core potential from a table on a radial grid, and some codes interpolate such a table with splines. The simpler scheme studied here uses a uniform grid and linear interpolation: for an electron–ion distance $x$ within the range of the table, the lookup follows the straight line between neighbouring stored values. The spacing must be small enough that this lookup stays within a prescribed error.

Let $V(r)$ be one radial component of the potential, and suppose that the table stores $f(r)=rV(r)$. In atomic units $f$ is an energy times a length. If $|f''|\le M$, a spacing $h$ with $Mh^2\le 8\varepsilon$ keeps the interpolated $f$ within $\varepsilon$ of the true one. This controls the lookup error of a single radial function with exact table values, not the resulting error in a total energy.

## The bound on one interval

Let $a<b$. Let $f$ be continuous on $[a,b]$ and twice differentiable inside, with $|f''|\le M$ there. The straight line through the endpoint values is

$$L(x)=\lambda f(a)+\mu f(b),\qquad \lambda=\frac{b-x}{b-a},\quad \mu=\frac{x-a}{b-a}.$$

For $x\in[a,b]$ the weights are non-negative, $\lambda+\mu=1$ and $\lambda a+\mu b=x$. The claim is $|f(x)-L(x)|\le M(b-a)^2/8$.

Add a parabola: $g(r)=f(r)+Mr^2/2$ has $g''=f''+M\ge 0$, so $g$ is convex and $g(x)\le\lambda g(a)+\mu g(b)$. Written out,

$$f(x)-L(x)\le \frac M2\left(\lambda a^2+\mu b^2-x^2\right).$$

Since $a^2=(a+b)a-ab$ and $b^2=(a+b)b-ab$, the properties of the weights give $\lambda a^2+\mu b^2=(a+b)x-ab$. Hence

$$f(x)-L(x)\le \frac M2 (x-a)(b-x).$$

The function $-f$ satisfies the same hypotheses and its interpolant is $-L$, so the same bound holds for $L(x)-f(x)$. Finally,

$$(x-a)(b-x)=\frac{(b-a)^2}{4}-\left(x-\frac{a+b}{2}\right)^2\le\frac{(b-a)^2}{4},$$

which gives the claim.

The constant $1/8$ is the best possible. For $f(r)=Mr^2/2$ with $M\ge0$, the midpoint value is $M(a+b)^2/8$ and the line gives $M(a^2+b^2)/4$. They differ by exactly $M(b-a)^2/8$.

## From one cell to the whole table

Take grid points $r_k=r_0+kh$ with $h>0$, and let the curvature bound hold on $[r_0,r_N]$. A point $x$ in this range lies in the cell with index $k=\lfloor (x-r_0)/h\rfloor$. If $k<N$, the bound on $[r_k,r_{k+1}]$ gives an error of at most $Mh^2/8\le\varepsilon$. Otherwise $x=r_N$, where the lookup returns the stored value and the error is zero.

## Recovering the potential

The potential is obtained by dividing by $x>0$, which also divides the error:

$$\left|V(x)-\frac{L(x)}{x}\right|\le\frac{M(b-a)^2}{8x}.$$

For given $M$ and spacing, the guarantee on $V$ is therefore weakest at small radii.

At large radii, an ionic pseudopotential has a Coulomb tail. For $V(r)=-Z/r+c$, with $Z$ the charge and $c$ a constant, $rV(r)=-Z+cr$ is already a straight line. Interpolation followed by division returns $V$ exactly, which is a good reason to tabulate $rV$.

## A table with spacing 0.01 bohr

Take $V(r)=-4(1-e^{-r})/r$ in hartree, which tends to the finite value $-4$ at the origin. Then $f(r)=-4+4e^{-r}$ and $f''(r)=4e^{-r}$, so $M=4$ works for all $r\ge0$. For $\varepsilon=5\times10^{-5}$ hartree·bohr the condition is

$$h^2\le\frac{8\times 5\times10^{-5}}{4}=10^{-4},\qquad h\le 0.01\ \text{bohr}.$$

At the midpoint of the first cell, $x=0.005$, the actual error is

$$4\left(\frac{1+e^{-0.01}}{2}-e^{-0.005}\right)\approx4.975\times10^{-5},$$

just inside the tolerance. After division by $x$, the error in $V$ is about $0.00995$ hartree there, against a bound of $0.01$. At $x=1$ bohr the bound on the error in $V$ is only $5\times10^{-5}$ hartree.

## The table as Lean definitions

- `chord f a b x` is $L(x)$.
- `CurvatureBound f f' f'' M a b` collects the hypotheses: continuity on the closed interval, and the two derivatives with $|f''|\le M$ on the open one. The second derivative need not be continuous. The number $M$ is supplied by the user and limits how sharply $rV$ may bend.
- `node r₀ h k` is $r_k$, `cell` is the floor index, and `tableInterp` is the lookup.

The one-interval bound is `abs_sub_chord_le`, and the spacing rule is `safe_grid_spacing`. The latter allows $N=0$, where the range is a single point. `potential_error` and `coulomb_exact` are the two statements about $V$, and `chord_error_sharp` is the parabola example.

All arithmetic is over the real numbers, so rounding is not modelled. At $r=0$ Lean evaluates `r * V r` as zero, whereas $rV$ tends to $-Z$ for a bare Coulomb potential; accordingly, `coulomb_exact` requires nonzero endpoints.

## The complete Lean file

```lean
import Mathlib

open Set

namespace RadialTableInterpolation

noncomputable section

/-- The straight line through the values of `f` at `a` and `b`, evaluated at `x`. -/
def chord (f : ℝ → ℝ) (a b x : ℝ) : ℝ :=
  ((b - x) * f a + (x - a) * f b) / (b - a)

/-- The function `f` is continuous on `[a, b]` and has first and second derivatives `f'` and
`f''` inside, with the second derivative bounded by `M` in absolute value. -/
structure CurvatureBound (f f' f'' : ℝ → ℝ) (M a b : ℝ) : Prop where
  cont : ContinuousOn f (Icc a b)
  first : ∀ r ∈ Ioo a b, HasDerivAt f (f' r) r
  second : ∀ r ∈ Ioo a b, HasDerivAt f' (f'' r) r
  bound : ∀ r ∈ Ioo a b, |f'' r| ≤ M

/-- The parabola `M r² / 2`. -/
def parabola (M r : ℝ) : ℝ := M / 2 * r ^ 2

/-- The slope of the parabola `M r² / 2` is `M r`. -/
theorem hasDerivAt_parabola (M r : ℝ) : HasDerivAt (parabola M) (M * r) r := by
  have e : parabola M = fun r => M / 2 * (r * r) := by
    funext r
    unfold parabola
    ring
  rw [e]
  exact (((hasDerivAt_id' r).fun_mul (hasDerivAt_id' r)).const_mul (M / 2)).congr_deriv
    (by ring)

/-- If the second derivative is at least `-M`, the function exceeds its linear interpolant
by at most `M (x - a) (b - x) / 2`. -/
theorem sub_chord_le {f f' f'' : ℝ → ℝ} {M a b x : ℝ} (hab : a < b)
    (hc : ContinuousOn f (Icc a b))
    (h1 : ∀ r ∈ Ioo a b, HasDerivAt f (f' r) r)
    (h2 : ∀ r ∈ Ioo a b, HasDerivAt f' (f'' r) r)
    (h3 : ∀ r ∈ Ioo a b, -M ≤ f'' r) (hx : x ∈ Icc a b) :
    f x - chord f a b x ≤ M / 2 * ((x - a) * (b - x)) := by
  -- adding the parabola makes the function convex
  have hconv : ConvexOn ℝ (Icc a b) (fun r => f r + parabola M r) := by
    refine convexOn_of_hasDerivWithinAt2_nonneg (convex_Icc a b)
      (f' := fun r => f' r + M * r) (f'' := fun r => f'' r + M) ?_ ?_ ?_ ?_
    · exact hc.add
        (fun r _ => (hasDerivAt_parabola M r).continuousAt.continuousWithinAt)
    · intro r hr
      rw [interior_Icc] at hr
      exact ((h1 r hr).fun_add (hasDerivAt_parabola M r)).hasDerivWithinAt
    · intro r hr
      rw [interior_Icc] at hr
      exact ((h2 r hr).fun_add
        (((hasDerivAt_id' r).const_mul M).congr_deriv (mul_one M))).hasDerivWithinAt
    · intro r hr
      rw [interior_Icc] at hr
      have h := h3 r hr
      show 0 ≤ f'' r + M
      linarith
  have hd : 0 < b - a := sub_pos.2 hab
  -- the weights of the two endpoints
  have hs : (b - x) / (b - a) + (x - a) / (b - a) = 1 := by
    rw [← add_div, show b - x + (x - a) = b - a by ring, div_self hd.ne']
  have hp : (b - x) / (b - a) * a + (x - a) / (b - a) * b = x := by
    rw [div_mul_eq_mul_div, div_mul_eq_mul_div, ← add_div, div_eq_iff hd.ne']
    ring
  have key := hconv.2 (left_mem_Icc.2 hab.le) (right_mem_Icc.2 hab.le)
    (div_nonneg (sub_nonneg.2 hx.2) hd.le) (div_nonneg (sub_nonneg.2 hx.1) hd.le) hs
  simp only [smul_eq_mul, parabola] at key
  rw [hp] at key
  have hch : chord f a b x
      = (b - x) / (b - a) * f a + (x - a) / (b - a) * f b := by
    unfold chord
    ring
  rw [hch]
  linear_combination key + M / 2 * (a + b) * hp - M / 2 * a * b * hs

/-- The interpolation error at `x` is at most `M (x - a) (b - x) / 2`. -/
theorem abs_sub_chord_le_pointwise {f f' f'' : ℝ → ℝ} {M a b x : ℝ} (hab : a < b)
    (H : CurvatureBound f f' f'' M a b) (hx : x ∈ Icc a b) :
    |f x - chord f a b x| ≤ M / 2 * ((x - a) * (b - x)) := by
  have up := sub_chord_le hab H.cont H.first H.second
    (fun r hr => (abs_le.1 (H.bound r hr)).1) hx
  -- the lower bound is the upper bound for `-f`
  have lo := sub_chord_le (f := fun r => -f r) (f' := fun r => -f' r)
    (f'' := fun r => -f'' r) hab H.cont.neg (fun r hr => (H.first r hr).fun_neg)
    (fun r hr => (H.second r hr).fun_neg)
    (fun r hr => neg_le_neg (abs_le.1 (H.bound r hr)).2) hx
  have hn : chord (fun r => -f r) a b x = -chord f a b x := by
    unfold chord
    ring
  rw [hn] at lo
  exact abs_le.2 ⟨by linarith, up⟩

/-- The linear interpolant through the endpoint values differs from `f` by at most
`M (b - a)² / 8` everywhere on `[a, b]`. -/
theorem abs_sub_chord_le {f f' f'' : ℝ → ℝ} {M a b x : ℝ} (hab : a < b)
    (H : CurvatureBound f f' f'' M a b) (hx : x ∈ Icc a b) :
    |f x - chord f a b x| ≤ M * (b - a) ^ 2 / 8 := by
  have hM : 0 ≤ M := (abs_nonneg _).trans
    (H.bound ((a + b) / 2) ⟨by linarith, by linarith⟩)
  have h := abs_sub_chord_le_pointwise hab H hx
  nlinarith [mul_nonneg hM (sq_nonneg (2 * x - a - b))]

/-- For `M ≥ 0`, the parabola `M r² / 2` satisfies the curvature bound `M`, and its interpolation
error at the midpoint equals `M (b - a)² / 8`. -/
theorem chord_error_sharp {M a b : ℝ} (hM : 0 ≤ M) (hab : a < b) :
    CurvatureBound (parabola M) (fun r => M * r) (fun _ => M) M a b ∧
      |parabola M ((a + b) / 2) - chord (parabola M) a b ((a + b) / 2)|
        = M * (b - a) ^ 2 / 8 := by
  refine ⟨⟨fun r _ => (hasDerivAt_parabola M r).continuousAt.continuousWithinAt,
    fun r _ => hasDerivAt_parabola M r,
    fun r _ => ((hasDerivAt_id' r).const_mul M).congr_deriv (mul_one M),
    fun _ _ => (abs_of_nonneg hM).le⟩, ?_⟩
  have hch : chord (parabola M) a b ((a + b) / 2) = M / 4 * (a ^ 2 + b ^ 2) := by
    unfold chord parabola
    rw [div_eq_iff (sub_pos.2 hab).ne']
    ring
  have he : parabola M ((a + b) / 2) - M / 4 * (a ^ 2 + b ^ 2)
      = -(M * (b - a) ^ 2 / 8) := by
    unfold parabola
    ring
  rw [hch, he, abs_neg, abs_of_nonneg (by positivity)]

/-- The `k`-th point of a uniform radial grid with origin `r₀` and spacing `h`. -/
def node (r₀ h : ℝ) (k : ℕ) : ℝ := r₀ + k * h

/-- The index of the grid cell that contains `x`. -/
def cell (r₀ h x : ℝ) : ℕ := ⌊(x - r₀) / h⌋₊

/-- Table lookup: linear interpolation between the two grid points around `x`. -/
def tableInterp (f : ℝ → ℝ) (r₀ h x : ℝ) : ℝ :=
  chord f (node r₀ h (cell r₀ h x)) (node r₀ h (cell r₀ h x + 1)) x

/-- A grid spacing with `M h² ≤ 8 ε` keeps the table lookup within `ε` of `f` over the whole
tabulated range. -/
theorem safe_grid_spacing {f f' f'' : ℝ → ℝ} {M r₀ h ε x : ℝ} {N : ℕ} (hh : 0 < h)
    (hε : 0 ≤ ε) (H : CurvatureBound f f' f'' M r₀ (node r₀ h N))
    (hs : M * h ^ 2 ≤ 8 * ε) (hx : x ∈ Icc r₀ (node r₀ h N)) :
    |f x - tableInterp f r₀ h x| ≤ ε := by
  have h0 : 0 ≤ (x - r₀) / h := div_nonneg (sub_nonneg.2 hx.1) hh.le
  have l1 : node r₀ h (cell r₀ h x) ≤ x := by
    have t := Nat.floor_le h0
    rw [le_div_iff₀ hh] at t
    unfold node cell
    linarith
  have l2 : x ≤ node r₀ h (cell r₀ h x + 1) := by
    have t := Nat.lt_floor_add_one ((x - r₀) / h)
    rw [div_lt_iff₀ hh] at t
    unfold node cell
    push_cast
    linarith
  unfold tableInterp
  obtain ⟨k, hk⟩ : ∃ k, k = cell r₀ h x := ⟨_, rfl⟩
  rw [← hk] at l1 l2 ⊢
  have hw : node r₀ h (k + 1) - node r₀ h k = h := by
    unfold node
    push_cast
    ring
  have mono : ∀ i j : ℕ, i ≤ j → node r₀ h i ≤ node r₀ h j := by
    intro i j hij
    have t := mul_le_mul_of_nonneg_right (Nat.cast_le (α := ℝ).2 hij) hh.le
    unfold node
    linarith
  rcases lt_or_ge k N with hkN | hkN
  · -- an ordinary cell: restrict the curvature bound to it
    have hl : r₀ ≤ node r₀ h k := by
      have t : 0 ≤ (k : ℝ) * h := by positivity
      unfold node
      linarith
    have hr := mono (k + 1) N (Nat.succ_le_of_lt hkN)
    have Hk : CurvatureBound f f' f'' M (node r₀ h k) (node r₀ h (k + 1)) :=
      ⟨H.cont.mono (Icc_subset_Icc hl hr),
        fun r hm => H.first r (Ioo_subset_Ioo hl hr hm),
        fun r hm => H.second r (Ioo_subset_Ioo hl hr hm),
        fun r hm => H.bound r (Ioo_subset_Ioo hl hr hm)⟩
    have e := abs_sub_chord_le (by linarith) Hk ⟨l1, l2⟩
    rw [hw] at e
    linarith
  · -- the last grid point, where the lookup is exact
    have hxk : x = node r₀ h k := le_antisymm (hx.2.trans (mono N k hkN)) l1
    have hch : chord f (node r₀ h k) (node r₀ h (k + 1)) (node r₀ h k)
        = f (node r₀ h k) := by
      unfold chord
      rw [hw, sub_self, zero_mul, add_zero, mul_div_cancel_left₀ _ hh.ne']
    rw [hxk, hch, sub_self, abs_zero]
    exact hε

/-- If `r V(r)` is interpolated linearly and then divided by the radius, the error in the
potential at `x` is at most `M (b - a)² / (8 x)`. -/
theorem potential_error {V g' g'' : ℝ → ℝ} {M a b x : ℝ} (hab : a < b) (hx0 : 0 < x)
    (H : CurvatureBound (fun r => r * V r) g' g'' M a b) (hx : x ∈ Icc a b) :
    |V x - chord (fun r => r * V r) a b x / x| ≤ M * (b - a) ^ 2 / 8 / x := by
  have e : V x - chord (fun r => r * V r) a b x / x
      = (x * V x - chord (fun r => r * V r) a b x) / x := by
    rw [sub_div, mul_div_cancel_left₀ _ hx0.ne']
  rw [e, abs_div, abs_of_pos hx0]
  exact div_le_div_of_nonneg_right
    (abs_sub_chord_le (f := fun r => r * V r) hab H hx) hx0.le

/-- For a Coulomb potential plus a constant, `-Z / r + c`, linear interpolation of `r V(r)` followed
by division by the radius returns the potential exactly, provided that the endpoints and the radius
are nonzero. -/
theorem coulomb_exact {Z c a b x : ℝ} (hab : a ≠ b) (ha : a ≠ 0) (hb : b ≠ 0)
    (hx : x ≠ 0) :
    chord (fun r => r * (-Z / r + c)) a b x / x = -Z / x + c := by
  have g : ∀ r : ℝ, r ≠ 0 → r * (-Z / r + c) = -Z + c * r := by
    intro r hr
    have t : r * r⁻¹ = 1 := mul_inv_cancel₀ hr
    rw [div_eq_mul_inv]
    linear_combination (-Z) * t
  -- `r V(r)` is itself a straight line
  have hch : chord (fun r => r * (-Z / r + c)) a b x = -Z + c * x := by
    unfold chord
    simp only [g a ha, g b hb]
    rw [div_eq_iff (sub_ne_zero.2 hab.symm)]
    ring
  rw [hch, add_div, mul_div_cancel_right₀ _ hx]

end

end RadialTableInterpolation
```

```lean
#print axioms RadialTableInterpolation.chord_error_sharp
#print axioms RadialTableInterpolation.safe_grid_spacing
#print axioms RadialTableInterpolation.potential_error
#print axioms RadialTableInterpolation.coulomb_exact
```

```
'RadialTableInterpolation.chord_error_sharp' depends on axioms: [propext, Classical.choice, Quot.sound]
'RadialTableInterpolation.safe_grid_spacing' depends on axioms: [propext, Classical.choice, Quot.sound]
'RadialTableInterpolation.potential_error' depends on axioms: [propext, Classical.choice, Quot.sound]
'RadialTableInterpolation.coulomb_exact' depends on axioms: [propext, Classical.choice, Quot.sound]
```

## How the proof follows the derivation

`sub_chord_le` carries the convexity argument and needs only the lower bound $f''\ge-M$. Mathlib's `convexOn_of_hasDerivWithinAt2_nonneg` turns continuity and a non-negative second derivative into convexity of $f+Mr^2/2$; the slope of the parabola comes from `hasDerivAt_parabola`. Inside the proof, `hs` and `hp` are the identities $\lambda+\mu=1$ and $\lambda a+\mu b=x$, and `key` is the convexity inequality. The closing `linear_combination` adds $\frac M2(a+b)$ times `hp` and subtracts $\frac M2ab$ times `hs`, which is the rewriting of $\lambda a^2+\mu b^2$ above.

`abs_sub_chord_le_pointwise` applies this lemma to $f$ and to $-f$, and `abs_le` joins the two bounds. `abs_sub_chord_le` first obtains $M\ge0$ from the curvature bound at the midpoint. It then gives `nlinarith` the inequality $M(2x-a-b)^2\ge0$, which is the completed square multiplied by $4M$.

In `safe_grid_spacing`, the facts `l1` and `l2` use the properties of the floor to place $x$ between the two nodes of its cell, and `hw` says that they are $h$ apart. The proof then splits on whether $k<N$. In an ordinary cell, the curvature bound is restricted to the smaller interval and the one-interval theorem applies. At the last grid point, `tableInterp` formally refers to $f(r_{N+1})$, but with weight zero. A program using the same formula should avoid reading that entry, since it may lie beyond the end of the array.

`potential_error` writes the error in $V$ as the error in $rV$ divided by $x$, then applies the one-interval bound. `coulomb_exact` simplifies $r(-Z/r+c)$ to $-Z+cr$ at the endpoints and checks that the chord is the same line. `chord_error_sharp` verifies the hypotheses for the parabola and evaluates both midpoint values explicitly.
